# A single zero mode of a chiral Hamiltonian has definite chirality and zero expectation value of every chiral perturbation

Let $G$ be a Hermitian matrix with $G^2=1$, let $H$ satisfy $GH=-HG$, and let the kernel of $H$ be spanned by one nonzero vector $x$. Then

$$Gx=x\ \text{ or }\ Gx=-x,\qquad \langle x,Vx\rangle=0\ \text{ for every } V \text{ with } GV=-VG .$$

If $H$ is also Hermitian, then $Gx=(\operatorname{tr}G)\,x$, and $H+V$ has a zero mode for every such $V$, however large. Here $\langle x,y\rangle=\sum_i \overline{x_i}\,y_i$, and all matrices are complex, over a finite set of sites. A matrix that anticommutes with $G$ is called chiral, and the sign in $Gx=\pm x$ is the chirality of $x$.

## Checks on bipartite tight-binding codes

In a finite, non-interacting tight-binding model, $G$ can be diagonal, with entry $g_i=+1$ on one sublattice and $g_i=-1$ on the other. The condition $GH=-HG$ then says that hopping connects only opposite sublattices and that all on-site energies vanish, measured from the energy zero.

A single zero mode must then have zero amplitude on one sublattice. For Hermitian $H$, $\operatorname{tr}G$ is the difference between the two numbers of sites, so it must be $\pm1$, and the mode lives on the larger sublattice. Disorder in the hopping between the sublattices leaves a level at zero. Nonzero on-site energies and hopping within a sublattice are not chiral, and the result gives no protection against them.

These are exact statements. If other levels lie within the eigensolver's resolution of zero, the returned vector may be a mixture that has weight on both sublattices.

## From the kernel to the trace of G

**Chirality.** Since $H(Gx)=-G(Hx)=0$, the vector $Gx$ lies in the kernel, so $Gx=cx$ for some number $c$. Then $x=G^2x=c^2x$, and $x\neq0$ gives $c=\pm1$. For diagonal $G$, this reads $g_ix_i=cx_i$, so $x_i=0$ wherever $g_i=-c$.

**Matrix elements.** Let $Gx=sx$ and $Gy=sy$ with $s$ real and nonzero. Acting with $G$ to the left, and then to the right,

$$\langle x,GVy\rangle=\langle Gx,Vy\rangle=s\langle x,Vy\rangle,\qquad \langle x,GVy\rangle=-\langle x,VGy\rangle=-s\langle x,Vy\rangle .$$

Hence $2s\langle x,Vy\rangle=0$. The expectation value is the case $y=x$, $s=\pm1$.

**Invertible chiral matrices.** If $K$ is chiral and invertible, then

$$\operatorname{tr}G=\operatorname{tr}(GKK^{-1})=-\operatorname{tr}(KGK^{-1})=-\operatorname{tr}G,$$

so $\operatorname{tr}G=0$.

**Trace and chirality.** Now let $H$ be Hermitian. Put $N=\langle x,x\rangle$ and $P=xx^\dagger$, so that $P^2=NP$ and $\operatorname{tr}P=N$. Since $Hx=0$, $HP=0$, and the adjoint of this equation is $PH=0$.

Let $A=H+P$, so that $PA=NP$. If $Av=0$, then $NPv=0$, so $Pv=0$ and therefore $Hv=0$. Thus $v=dx$ for some number $d$, and $0=Pv=dNx$ gives $d=0$. So $A$ is invertible; call its inverse $B$. Because $AH=H^2=HA$, $B$ also commutes with $H$, and

$$\operatorname{tr}(GHB)=-\operatorname{tr}(HGB)=-\operatorname{tr}(GBH)=-\operatorname{tr}(GHB)=0 .$$

With $GP=cP$, this leaves

$$\operatorname{tr}G=\operatorname{tr}(GAB)=\operatorname{tr}(GHB)+\operatorname{tr}(GPB)=c\operatorname{tr}(PB).$$

Finally $N\operatorname{tr}(PB)=\operatorname{tr}(PAB)=\operatorname{tr}P=N$, so $\operatorname{tr}(PB)=1$ and $\operatorname{tr}G=c$.

**Survival.** The sum $H+V$ is chiral. If it were invertible, $\operatorname{tr}G$ would be zero, so $Gx=0$ and $x=G^2x=0$, a contradiction. Hence $H+V$ has a nonzero kernel vector.

## The Lean file

```lean
import Mathlib

open Matrix
open scoped ComplexOrder

namespace ProtectedZeroMode

variable {n : Type*} [Fintype n] [DecidableEq n]

/-- The matrix `K` is chiral with respect to `G`: the two anticommute. -/
def IsChiral (G K : Matrix n n ℂ) : Prop := G * K = -(K * G)

/-- The state `x` is nonzero, has zero energy, and spans the kernel of `H`. -/
structure IsSingleZeroMode (H : Matrix n n ℂ) (x : n → ℂ) : Prop where
  ne_zero : x ≠ 0
  zero : H *ᵥ x = 0
  span : ∀ y, H *ᵥ y = 0 → ∃ c : ℂ, y = c • x

/-- A single zero mode of a chiral Hamiltonian has definite chirality, plus or minus one. -/
theorem zero_mode_chirality {G H : Matrix n n ℂ} {x : n → ℂ} (hG : G * G = 1)
    (hH : IsChiral G H) (hx : IsSingleZeroMode H x) : G *ᵥ x = x ∨ G *ᵥ x = -x := by
  -- G maps the kernel of H to itself
  have hk : H *ᵥ (G *ᵥ x) = 0 := by
    have h0 : G * H = -(H * G) := hH
    have h : H * G = -(G * H) := by rw [h0, neg_neg]
    rw [Matrix.mulVec_mulVec, h, Matrix.neg_mulVec, ← Matrix.mulVec_mulVec, hx.zero,
      Matrix.mulVec_zero, neg_zero]
  obtain ⟨c, hc⟩ := hx.span _ hk
  have h2 : (c * c) • x = x := by
    calc (c * c) • x = G *ᵥ (G *ᵥ x) := by rw [hc, Matrix.mulVec_smul, hc, smul_smul]
      _ = x := by rw [Matrix.mulVec_mulVec, hG, Matrix.one_mulVec]
  obtain ⟨i, hi⟩ := Function.ne_iff.mp hx.ne_zero
  have hi' : x i ≠ 0 := hi
  have h3 : c * c * x i = x i := congrFun h2 i
  have hcc : c * c = 1 := mul_right_cancel₀ hi' (by rw [h3, one_mul])
  rcases mul_self_eq_one_iff.mp hcc with h | h
  · left; rw [hc, h, one_smul]
  · right; rw [hc, h, neg_smul, one_smul]

omit [DecidableEq n] in
/-- A chiral operator has no matrix element between two states with the same nonzero
eigenvalue of the Hermitian operator `G`. -/
theorem chiral_selection_rule {G V : Matrix n n ℂ} {x y : n → ℂ} {s : ℝ}
    (hG : G.IsHermitian) (hV : IsChiral G V) (hs : s ≠ 0)
    (hx : G *ᵥ x = (s : ℂ) • x) (hy : G *ᵥ y = (s : ℂ) • y) :
    star x ⬝ᵥ (V *ᵥ y) = 0 := by
  have hV' : G * V = -(V * G) := hV
  have hl : star x ᵥ* G = star (G *ᵥ x) := by rw [Matrix.star_mulVec, hG.eq]
  have hss : star (s : ℂ) = s := Complex.conj_ofReal s
  -- let G act to the left, then to the right
  have e1 : star x ⬝ᵥ (G *ᵥ (V *ᵥ y)) = s * (star x ⬝ᵥ (V *ᵥ y)) := by
    rw [Matrix.dotProduct_mulVec, hl, hx, star_smul, smul_dotProduct, smul_eq_mul, hss]
  have e2 : star x ⬝ᵥ (G *ᵥ (V *ᵥ y)) = -(s * (star x ⬝ᵥ (V *ᵥ y))) := by
    rw [Matrix.mulVec_mulVec, hV', Matrix.neg_mulVec, ← Matrix.mulVec_mulVec, hy,
      Matrix.mulVec_smul, dotProduct_neg, dotProduct_smul, smul_eq_mul]
  have h : (s : ℂ) * (star x ⬝ᵥ (V *ᵥ y)) = 0 := by linear_combination (e2 - e1) / 2
  exact (mul_eq_zero.mp h).resolve_left (by exact_mod_cast hs)

/-- A single zero mode has definite chirality, and every chiral perturbation has
vanishing expectation value in it. -/
theorem protected_zero_mode {G H : Matrix n n ℂ} {x : n → ℂ} (hGh : G.IsHermitian)
    (hG : G * G = 1) (hH : IsChiral G H) (hx : IsSingleZeroMode H x) :
    (G *ᵥ x = x ∨ G *ᵥ x = -x) ∧ ∀ V, IsChiral G V → star x ⬝ᵥ (V *ᵥ x) = 0 := by
  have h := zero_mode_chirality hG hH hx
  refine ⟨h, fun V hV => ?_⟩
  rcases h with h | h
  · have h' : G *ᵥ x = ((1 : ℝ) : ℂ) • x := by simp [h]
    exact chiral_selection_rule hGh hV one_ne_zero h' h'
  · have h' : G *ᵥ x = ((-1 : ℝ) : ℂ) • x := by simp [h]
    exact chiral_selection_rule hGh hV (by norm_num) h' h'

/-- When `G` is the sign `g i = ±1` of the sublattice of site `i`, the amplitudes of a
single zero mode vanish on one of the two sublattices. -/
theorem zero_mode_on_one_sublattice {g : n → ℂ} {H : Matrix n n ℂ} {x : n → ℂ}
    (hg : ∀ i, g i = 1 ∨ g i = -1) (hH : IsChiral (diagonal g) H)
    (hx : IsSingleZeroMode H x) :
    (∀ i, g i = -1 → x i = 0) ∨ (∀ i, g i = 1 → x i = 0) := by
  have hG : diagonal g * diagonal g = 1 := by
    rw [Matrix.diagonal_mul_diagonal, ← Matrix.diagonal_one]
    congr 1
    funext i
    rcases hg i with h | h <;> simp [h]
  rcases zero_mode_chirality hG hH hx with h | h
  · left
    intro i hi
    have e := congrFun h i
    rw [Matrix.mulVec_diagonal, hi] at e
    linear_combination -e / 2
  · right
    intro i hi
    have e := congrFun h i
    rw [Matrix.mulVec_diagonal, hi, Pi.neg_apply] at e
    linear_combination e / 2

/-- If some matrix `K` that anticommutes with `G` is invertible, then `G` has trace zero. -/
theorem trace_eq_zero_of_invertible {G K : Matrix n n ℂ} (hK : IsChiral G K)
    (hd : K.det ≠ 0) : G.trace = 0 := by
  have hK' : G * K = -(K * G) := hK
  have h : G.trace = -G.trace := by
    calc G.trace = (G * K * K⁻¹).trace := by
          rw [mul_assoc, Matrix.mul_nonsing_inv K hd.isUnit, mul_one]
      _ = -(K * G * K⁻¹).trace := by rw [hK', neg_mul, Matrix.trace_neg]
      _ = -G.trace := by
          rw [Matrix.trace_mul_comm, ← mul_assoc, Matrix.nonsing_inv_mul K hd.isUnit, one_mul]
  linear_combination h / 2

/-- The chirality of the single zero mode of a Hermitian chiral Hamiltonian equals the
trace of `G`. -/
theorem chirality_eq_trace {G H : Matrix n n ℂ} {x : n → ℂ} (hG : G * G = 1)
    (hHh : H.IsHermitian) (hH : IsChiral G H) (hx : IsSingleZeroMode H x) :
    G *ᵥ x = G.trace • x := by
  have hGH : G * H = -(H * G) := hH
  obtain ⟨c, hc⟩ : ∃ c : ℂ, G *ᵥ x = c • x := by
    rcases zero_mode_chirality hG hH hx with h | h
    · exact ⟨1, by rw [h, one_smul]⟩
    · exact ⟨-1, by rw [h, neg_smul, one_smul]⟩
  -- P is the unnormalised projector on the zero mode, N its squared norm
  obtain ⟨P, hP⟩ : ∃ P, P = vecMulVec x (star x) := ⟨_, rfl⟩
  obtain ⟨N, hNd⟩ : ∃ N, N = star x ⬝ᵥ x := ⟨_, rfl⟩
  have hN : N ≠ 0 := fun h => hx.ne_zero (dotProduct_star_self_eq_zero.mp (hNd ▸ h))
  have hHP : H * P = 0 := by
    ext i j
    have h : ∑ k, H i k * x k = 0 := congrFun hx.zero i
    simp only [hP, Matrix.mul_apply, vecMulVec_apply, ← mul_assoc, ← Finset.sum_mul]
    rw [h, zero_mul, Matrix.zero_apply]
  have hPh : Pᴴ = P := by
    ext i j
    simp [hP, vecMulVec_apply, mul_comm]
  have hPH : P * H = 0 := by
    have h := congrArg conjTranspose hHP
    rwa [Matrix.conjTranspose_mul, hPh, hHh.eq, Matrix.conjTranspose_zero] at h
  have hPP : P * P = N • P := by
    ext i j
    simp only [hP, hNd, Matrix.mul_apply, vecMulVec_apply, Matrix.smul_apply, smul_eq_mul,
      dotProduct, Finset.sum_mul]
    exact Finset.sum_congr rfl fun k _ => by ring
  have hPv : ∀ v, P *ᵥ v = (star x ⬝ᵥ v) • x := by
    intro v
    ext i
    simp only [hP, Matrix.mulVec, dotProduct, vecMulVec_apply, Pi.smul_apply, smul_eq_mul,
      Finset.sum_mul]
    exact Finset.sum_congr rfl fun k _ => by ring
  have hGP : G * P = c • P := by
    ext i j
    have h : ∑ k, G i k * x k = c * x i := congrFun hc i
    simp only [hP, Matrix.mul_apply, vecMulVec_apply, ← mul_assoc, ← Finset.sum_mul,
      Matrix.smul_apply, smul_eq_mul]
    rw [h]
  have hPt : P.trace = N := by
    simp [hP, hNd, Matrix.trace, vecMulVec_apply, dotProduct, mul_comm]
  obtain ⟨A, hA⟩ : ∃ A, A = H + P := ⟨_, rfl⟩
  have hPA : P * A = N • P := by rw [hA, mul_add, hPH, hPP, zero_add]
  have hAH : A * H = H * A := by rw [hA, add_mul, mul_add, hPH, hHP]
  -- adding P lifts the zero mode, so A is invertible
  have hd : A.det ≠ 0 := by
    intro h
    obtain ⟨v, hv, hAv⟩ := Matrix.exists_mulVec_eq_zero_iff.mpr h
    have h1 : N • (P *ᵥ v) = 0 := by
      rw [← Matrix.smul_mulVec, ← hPA, ← Matrix.mulVec_mulVec, hAv, Matrix.mulVec_zero]
    have h2 := (smul_eq_zero.mp h1).resolve_left hN
    rw [hA, Matrix.add_mulVec, h2, add_zero] at hAv
    obtain ⟨d, hd⟩ := hx.span v hAv
    rw [hPv] at h2
    have h3 := (smul_eq_zero.mp h2).resolve_right hx.ne_zero
    rw [hd, dotProduct_smul, smul_eq_mul, ← hNd] at h3
    exact hv (by rw [hd, (mul_eq_zero.mp h3).resolve_right hN, zero_smul])
  obtain ⟨B, hAB, hBA⟩ : ∃ B, A * B = 1 ∧ B * A = 1 :=
    ⟨A⁻¹, Matrix.mul_nonsing_inv A hd.isUnit, Matrix.nonsing_inv_mul A hd.isUnit⟩
  have hHB : H * B = B * H := by
    calc H * B = (B * A) * (H * B) := by rw [hBA, one_mul]
      _ = B * (A * H) * B := by simp only [mul_assoc]
      _ = B * (H * A) * B := by rw [hAH]
      _ = B * H * (A * B) := by simp only [mul_assoc]
      _ = B * H := by rw [hAB, mul_one]
  -- the states of nonzero energy contribute nothing to the trace of G
  have t0 : (G * H * B).trace = -(G * H * B).trace := by
    calc (G * H * B).trace = -(H * G * B).trace := by rw [hGH, neg_mul, Matrix.trace_neg]
      _ = -(G * (B * H)).trace := by rw [mul_assoc, Matrix.trace_mul_comm, mul_assoc]
      _ = -(G * H * B).trace := by rw [← hHB, mul_assoc]
  have t1 : (G * H * B).trace = 0 := by linear_combination t0 / 2
  have t2 : N * (P * B).trace = N := by
    calc N * (P * B).trace = (P * A * B).trace := by
          rw [hPA, Matrix.smul_mul, Matrix.trace_smul, smul_eq_mul]
      _ = N := by rw [mul_assoc, hAB, mul_one, hPt]
  have t3 : G.trace = c * (P * B).trace := by
    calc G.trace = (G * (A * B)).trace := by rw [hAB, mul_one]
      _ = (G * H * B).trace + (G * P * B).trace := by
          rw [hA, ← Matrix.trace_add, ← mul_assoc, mul_add, add_mul]
      _ = c * (P * B).trace := by
          rw [t1, zero_add, hGP, Matrix.smul_mul, Matrix.trace_smul, smul_eq_mul]
  have t4 : G.trace = c := mul_left_cancel₀ hN (by linear_combination N * t3 + c * t2)
  rw [t4, hc]

/-- If a Hermitian chiral Hamiltonian has a single zero mode, then adding any chiral
perturbation, of any strength, leaves a Hamiltonian with a zero mode. -/
theorem zero_mode_survives {G H V : Matrix n n ℂ} {x : n → ℂ} (hG : G * G = 1)
    (hHh : H.IsHermitian) (hH : IsChiral G H) (hx : IsSingleZeroMode H x)
    (hV : IsChiral G V) : ∃ y, y ≠ 0 ∧ (H + V) *ᵥ y = 0 := by
  apply Matrix.exists_mulVec_eq_zero_iff.mpr
  by_contra hd
  have h1 : G * H = -(H * G) := hH
  have h2 : G * V = -(V * G) := hV
  have hK : IsChiral G (H + V) := by
    unfold IsChiral
    rw [mul_add, h1, h2, add_mul, neg_add]
  -- an invertible H + V would give the zero mode chirality zero
  have h := chirality_eq_trace hG hHh hH hx
  rw [trace_eq_zero_of_invertible hK hd, zero_smul] at h
  apply hx.ne_zero
  rw [← Matrix.one_mulVec x, ← hG, ← Matrix.mulVec_mulVec, h, Matrix.mulVec_zero]

/-- The three-site chain with hopping amplitudes `1` and `t`, its sublattice sign, and the
state `(-t, 0, 1)` meet all the hypotheses on `H`, `G` and `x`. -/
theorem three_site_chain_witness (t : ℝ) :
    let G : Matrix (Fin 3) (Fin 3) ℂ := !![1, 0, 0; 0, -1, 0; 0, 0, 1]
    let H : Matrix (Fin 3) (Fin 3) ℂ := !![0, 1, 0; 1, 0, (t : ℂ); 0, (t : ℂ), 0]
    G.IsHermitian ∧ G * G = 1 ∧ H.IsHermitian ∧ IsChiral G H ∧
      IsSingleZeroMode H ![-(t : ℂ), 0, 1] := by
  intro G H
  refine ⟨?_, ?_, ?_, ?_, ?_, ?_, ?_⟩
  · ext i j
    fin_cases i <;> fin_cases j <;> simp [G]
  · ext i j
    fin_cases i <;> fin_cases j <;> simp [G, Matrix.mul_apply, Fin.sum_univ_three]
  · ext i j
    fin_cases i <;> fin_cases j <;> simp [H]
  · unfold IsChiral
    ext i j
    fin_cases i <;> fin_cases j <;> simp [G, H, Matrix.mul_apply, Fin.sum_univ_three]
  · intro h
    have h2 := congrFun h 2
    simp at h2
  · ext i
    fin_cases i <;> simp [H, Matrix.mulVec, dotProduct, Fin.sum_univ_three]
  · intro y hy
    have h0 : y 1 = 0 := by
      simpa [H, Matrix.mulVec, dotProduct, Fin.sum_univ_three] using congrFun hy 0
    have h1 : y 0 + t * y 2 = 0 := by
      simpa [H, Matrix.mulVec, dotProduct, Fin.sum_univ_three] using congrFun hy 1
    refine ⟨y 2, ?_⟩
    ext i
    fin_cases i
    · simp
      linear_combination h1
    · simp [h0]
    · simp

/-- For two uncoupled sites, `H = 0`, the unnormalised zero-energy vector `x = (1, 1)` gives `⟨x, V
x⟩ = 2` for the chiral hopping `V` between the sites. -/
theorem degenerate_kernel_unprotected :
    let G : Matrix (Fin 2) (Fin 2) ℂ := !![1, 0; 0, -1]
    let V : Matrix (Fin 2) (Fin 2) ℂ := !![0, 1; 1, 0]
    let x : Fin 2 → ℂ := ![1, 1]
    IsChiral G 0 ∧ (0 : Matrix (Fin 2) (Fin 2) ℂ) *ᵥ x = 0 ∧ IsChiral G V ∧
      star x ⬝ᵥ (V *ᵥ x) = 2 := by
  intro G V x
  refine ⟨by simp [IsChiral], by simp, ?_, ?_⟩
  · unfold IsChiral
    ext i j
    fin_cases i <;> fin_cases j <;> simp [G, V, Matrix.mul_apply, Fin.sum_univ_two]
  · norm_num [V, x, Matrix.mulVec, dotProduct, Fin.sum_univ_two]

end ProtectedZeroMode
```

```lean
#print axioms ProtectedZeroMode.protected_zero_mode
-- 'ProtectedZeroMode.protected_zero_mode' depends on axioms: [propext, Classical.choice, Quot.sound]
#print axioms ProtectedZeroMode.zero_mode_on_one_sublattice
-- 'ProtectedZeroMode.zero_mode_on_one_sublattice' depends on axioms: [propext, Classical.choice, Quot.sound]
#print axioms ProtectedZeroMode.zero_mode_survives
-- 'ProtectedZeroMode.zero_mode_survives' depends on axioms: [propext, Classical.choice, Quot.sound]
#print axioms ProtectedZeroMode.degenerate_kernel_unprotected
-- 'ProtectedZeroMode.degenerate_kernel_unprotected' depends on axioms: [propext, Classical.choice, Quot.sound]
```

## How the theorems read, and how far they reach

The type `n` is the finite set of sites, or more generally of basis states. `IsChiral G K` is the anticommutation relation, and `IsSingleZeroMode H x` collects the three conditions on $x$: nonzero, annihilated by $H$, and spanning the kernel. The expression `star x ⬝ᵥ (V *ᵥ x)` is $\langle x,Vx\rangle$, with no normalisation of $x$ assumed.

`protected_zero_mode` is the first displayed result. It combines `zero_mode_chirality`, which obtains $c$ from the field `span` and compares one nonzero component of $c^2x=x$, with `chiral_selection_rule`, whose equations `e1` and `e2` are the left and right actions of $G$. `zero_mode_on_one_sublattice` reads the chirality component by component.

`trace_eq_zero_of_invertible` is the cyclicity argument. In `chirality_eq_trace`, `hd` proves that $A$ is invertible, `t1` removes the contribution of $H$, and `t2` to `t4` evaluate what remains. `zero_mode_survives` assumes that $H+V$ has nonzero determinant and derives the contradiction.

The hypotheses differ between theorems. Hermiticity of $G$ enters only through the matrix elements, and Hermiticity of $H$ only through the trace and survival results. $V$ need not be Hermitian anywhere.

`three_site_chain_witness` shows that all the conditions on $G$, $H$ and $x$ can be met. With sites numbered 0, 1, 2, hopping 1 between the first two and any real $t$ between the last two, the normalised zero mode is $(-t,0,1)/\sqrt{1+t^2}$; the code uses the unnormalised vector.

The single zero mode is a hypothesis, which a code has to establish for its own $H$. Survival means that some zero mode of $H+V$ exists: it may differ from $x$, and there may be several. Nothing is stated about localisation at an edge, an energy gap, infinite lattices or interactions.

## Two uncoupled sites: a degenerate kernel can lose the protection

Take two sites with $H=0$, $G=\operatorname{diag}(1,-1)$ and

$$V=\begin{pmatrix}0&1\\1&0\end{pmatrix}.$$

Both $H$ and $V$ are chiral, but the kernel of $H$ is two-dimensional. `degenerate_kernel_unprotected` shows that the zero-energy vector $(1,1)$ gives $\langle x,Vx\rangle=2$, which is an expectation value of 1 after normalisation. This vector has weight on both sublattices, and $H+V$ has energies $\pm1$, so no level remains at zero.
